# The Rayleigh quotient of a Hermitian operator is stationary in every direction exactly at its eigenvectors

**Q:** An optimiser lowers the energy of a trial vector and stops where the gradient is zero. Is that vector then an eigenstate, or can the energy be flat at other vectors too?

**A:** Take a Hermitian H, a nonzero ψ, any direction v and a real parameter s. Write the energy as R(ψ) = Re⟨ψ,Hψ⟩/‖ψ‖², with the inner product conjugate-linear in its first slot. Hermiticity gives ⟨ψ,Hv⟩ = ⟨Hψ,v⟩, the complex conjugate of ⟨v,Hψ⟩, so the cross terms have equal real parts:

Re⟨ψ+sv, H(ψ+sv)⟩ = Re⟨ψ,Hψ⟩ + 2s Re⟨v,Hψ⟩ + s² Re⟨v,Hv⟩

‖ψ+sv‖² = ‖ψ‖² + 2s Re⟨v,ψ⟩ + s²‖v‖²

The quotient rule at s = 0, with R = R(ψ), gives

dR/ds = (2 Re⟨v,Hψ⟩ − 2R Re⟨v,ψ⟩)/‖ψ‖² = 2 Re⟨v,(H−R)ψ⟩/‖ψ‖²

Now let v be the residual r = (H−R)ψ. The slope is 2‖r‖²/‖ψ‖². If every slope vanishes, so does this one, hence r = 0 and Hψ = Rψ.

**Q:** And if I start from an eigenvector?

**A:** If Hψ = Eψ, then E*⟨ψ,ψ⟩ = ⟨Hψ,ψ⟩ = ⟨ψ,Hψ⟩ = E⟨ψ,ψ⟩. So E is real, R = E, the residual is zero, and every slope vanishes.

**Q:** Does the Lean version describe the same objects?

**A:** The state space `V` is a complex inner product space of any dimension.

```lean
import Mathlib

open Matrix

namespace RayleighStationarity

noncomputable section

variable {V : Type*} [NormedAddCommGroup V] [InnerProductSpace ℂ V]
```

The energy divides by the squared norm, so trial states need no normalisation.

```lean
/-- The energy expectation value (Rayleigh quotient) of a state that need not be normalised. -/
def energy (H : V →ₗ[ℂ] V) (ψ : V) : ℝ := (inner ℂ ψ (H ψ)).re / ‖ψ‖ ^ 2
```

The residual uses that same energy.

```lean
/-- The residual vector `(H - R) ψ`, with `R` the energy of `ψ`. -/
def residual (H : V →ₗ[ℂ] V) (ψ : V) : V := H ψ - (energy H ψ : ℂ) • ψ
```

The hypothesis `H.IsSymmetric` says ⟨Hx,y⟩ = ⟨x,Hy⟩ for all x and y. Since `H` is a linear map from all of `V` to itself, a differential Hamiltonian defined only on part of a Hilbert space is not directly covered.

**Q:** Stationarity with a real s looks too weak for complex amplitudes.

**A:** The direction v is arbitrary, so iv is included, and that tests the imaginary part of the overlap. Stationarity is written as `HasDerivAt … 0 0`: the energy along the line is differentiable at s = 0, with slope 0.

**Q:** Then show me where the expansions enter.

**A:** First the squared norm is identified with a self-overlap.

```lean
/-- The squared norm of a state is the real part of its overlap with itself. -/
theorem norm_sq_re (x : V) : ‖x‖ ^ 2 = (inner ℂ x x).re :=
  (inner_self_eq_norm_sq (𝕜 := ℂ) x).symm
```

Next comes the quadratic expansion of the numerator; `h1` is the equality of the cross terms.

```lean
/-- Along a line of trial states the unnormalised expectation value of `H` is a quadratic
polynomial in the variation parameter. -/
theorem expectation_line {H : V →ₗ[ℂ] V} (hH : H.IsSymmetric) (ψ v : V) (s : ℝ) :
    (inner ℂ (ψ + (s : ℂ) • v) (H (ψ + (s : ℂ) • v))).re =
      (inner ℂ ψ (H ψ)).re + 2 * s * (inner ℂ v (H ψ)).re
        + s ^ 2 * (inner ℂ v (H v)).re := by
  -- Hermiticity makes the two cross terms equal in their real parts
  have h1 : (inner ℂ ψ (H v)).re = (inner ℂ v (H ψ)).re := by
    rw [← hH ψ v, ← inner_conj_symm (H ψ) v, Complex.conj_re]
  simp only [map_add, map_smul, inner_add_left, inner_add_right, inner_smul_left,
    inner_smul_right, Complex.conj_ofReal, Complex.add_re, Complex.re_ofReal_mul]
  rw [h1]
  ring
```

The denominator is the same expansion with H replaced by the identity.

```lean
/-- Along a line of trial states the squared norm is a quadratic polynomial in the variation
parameter. -/
theorem norm_sq_line (ψ v : V) (s : ℝ) :
    ‖ψ + (s : ℂ) • v‖ ^ 2 =
      ‖ψ‖ ^ 2 + 2 * s * (inner ℂ v ψ).re + s ^ 2 * ‖v‖ ^ 2 := by
  have h := expectation_line (H := (LinearMap.id : V →ₗ[ℂ] V)) (fun _ _ => rfl) ψ v s
  simpa only [LinearMap.id_apply, ← norm_sq_re] using h
```

The slope formula follows. `quad` differentiates a quadratic at zero, `fun_div` is the quotient rule, and `field_simp` finishes the algebra.

```lean
/-- The first variation of the energy of `ψ` in the direction `v` is
`2 Re ⟨v, (H - R) ψ⟩ / ⟨ψ, ψ⟩`. -/
theorem hasDerivAt_energy {H : V →ₗ[ℂ] V} (hH : H.IsSymmetric) {ψ : V} (hψ : ψ ≠ 0) (v : V) :
    HasDerivAt (fun s : ℝ => energy H (ψ + (s : ℂ) • v))
      (2 * (inner ℂ v (residual H ψ)).re / ‖ψ‖ ^ 2) 0 := by
  have hn : ‖ψ‖ ≠ 0 := norm_ne_zero_iff.mpr hψ
  have z : ∀ a b c : ℝ, a + 2 * 0 * b + 0 ^ 2 * c = a := by
    intro a b c
    ring
  -- the slope at zero of a quadratic polynomial
  have quad : ∀ a b c : ℝ,
      HasDerivAt (fun s : ℝ => a + 2 * s * b + s ^ 2 * c) (2 * b) 0 := by
    intro a b c
    have he : (fun s : ℝ => a + 2 * s * b + s ^ 2 * c)
        = fun s : ℝ => (a + 2 * b * s) + s ^ 2 * c := by
      funext s
      ring
    have h := (((hasDerivAt_id' (0 : ℝ)).const_mul (2 * b)).const_add a).fun_add
      (((hasDerivAt_id' (0 : ℝ)).fun_pow 2).mul_const c)
    rw [he]
    exact h.congr_deriv (by simp)
  have hres : (inner ℂ v (residual H ψ)).re
      = (inner ℂ v (H ψ)).re - energy H ψ * (inner ℂ v ψ).re := by
    simp only [residual, inner_sub_right, inner_smul_right, Complex.sub_re,
      Complex.re_ofReal_mul]
  have he : (fun s : ℝ => energy H (ψ + (s : ℂ) • v)) = fun s : ℝ =>
      ((inner ℂ ψ (H ψ)).re + 2 * s * (inner ℂ v (H ψ)).re + s ^ 2 * (inner ℂ v (H v)).re) /
        (‖ψ‖ ^ 2 + 2 * s * (inner ℂ v ψ).re + s ^ 2 * ‖v‖ ^ 2) := by
    funext s
    rw [energy, expectation_line hH, norm_sq_line]
  -- quotient rule
  have hq := (quad (inner ℂ ψ (H ψ)).re (inner ℂ v (H ψ)).re (inner ℂ v (H v)).re).fun_div
    (quad (‖ψ‖ ^ 2) (inner ℂ v ψ).re (‖v‖ ^ 2)) (by rw [z]; exact pow_ne_zero 2 hn)
  rw [he, hres]
  refine hq.congr_deriv ?_
  simp only [z, energy]
  field_simp
```

The eigenvalue argument is the one above, with `hc` stating that E equals its conjugate.

```lean
/-- If a nonzero state is an eigenvector of a Hermitian operator, its eigenvalue is its energy
expectation value. -/
theorem energy_of_eigenvector {H : V →ₗ[ℂ] V} (hH : H.IsSymmetric) {ψ : V} (hψ : ψ ≠ 0)
    {E : ℂ} (hE : H ψ = E • ψ) : (energy H ψ : ℂ) = E := by
  have hn : ‖ψ‖ ^ 2 ≠ 0 := pow_ne_zero 2 (norm_ne_zero_iff.mpr hψ)
  -- the eigenvalue is real
  have hc : starRingEnd ℂ E = E := by
    have h := hH ψ ψ
    rw [hE, inner_smul_left, inner_smul_right] at h
    exact mul_right_cancel₀ (inner_self_ne_zero.mpr hψ) h
  obtain ⟨e, rfl⟩ := Complex.conj_eq_iff_real.mp hc
  rw [energy, hE, inner_smul_right, Complex.re_ofReal_mul, ← norm_sq_re,
    mul_div_cancel_right₀ _ hn]
```

**Q:** What turns "all slopes vanish" into an eigenvalue equation?

**A:** `HasDerivAt.unique`. Along v = r the energy has two certified derivatives at the same point: zero, by assumption, and the value from the slope formula. A function has at most one derivative there, so the two numbers are equal. A statement about limits becomes the algebraic equation 2‖r‖²/‖ψ‖² = 0.

```lean
/-- The energy of a nonzero state is stationary in every direction exactly when the state is an
eigenvector of the Hermitian operator `H`. -/
theorem stationary_iff_eigenvector {H : V →ₗ[ℂ] V} (hH : H.IsSymmetric) {ψ : V} (hψ : ψ ≠ 0) :
    (∀ v : V, HasDerivAt (fun s : ℝ => energy H (ψ + (s : ℂ) • v)) 0 0) ↔
      ∃ E : ℂ, H ψ = E • ψ := by
  have hn : ‖ψ‖ ^ 2 ≠ 0 := pow_ne_zero 2 (norm_ne_zero_iff.mpr hψ)
  constructor
  · intro h
    -- vary along the residual itself: the slope is its squared norm, up to a positive factor
    have h0 := (hasDerivAt_energy hH hψ (residual H ψ)).unique (h (residual H ψ))
    rw [← norm_sq_re, div_eq_zero_iff] at h0
    have h1 : ‖residual H ψ‖ ^ 2 = 0 := by
      rcases h0 with h0 | h0
      · linarith
      · exact absurd h0 hn
    have h2 : residual H ψ = 0 := norm_eq_zero.mp (pow_eq_zero_iff two_ne_zero |>.mp h1)
    exact ⟨(energy H ψ : ℂ), sub_eq_zero.mp h2⟩
  · rintro ⟨E, hE⟩ v
    have hr : residual H ψ = 0 := by
      rw [residual, energy_of_eigenvector hH hψ hE, hE, sub_self]
    exact (hasDerivAt_energy hH hψ v).congr_deriv (by rw [hr]; simp)
```

**Q:** My Hamiltonian is a matrix.

**A:** `toEuclideanLin` turns a Hermitian matrix into such an operator, and `ofLp` reads off the coordinates of ψ.

```lean
/-- For a Hermitian matrix `A`, the energy of a nonzero vector is stationary in every direction
exactly when the vector is an eigenvector of `A`. -/
theorem matrix_stationary_iff {n : Type*} [Fintype n] [DecidableEq n] {A : Matrix n n ℂ}
    (hA : A.IsHermitian) {ψ : EuclideanSpace ℂ n} (hψ : ψ ≠ 0) :
    (∀ v : EuclideanSpace ℂ n,
      HasDerivAt (fun s : ℝ => energy (Matrix.toEuclideanLin A) (ψ + (s : ℂ) • v)) 0 0) ↔
      ∃ E : ℂ, A *ᵥ ψ.ofLp = E • ψ.ofLp := by
  rw [stationary_iff_eigenvector (isSymmetric_toEuclideanLin_iff.mpr hA) hψ]
  constructor
  · rintro ⟨E, h⟩
    exact ⟨E, congrArg WithLp.ofLp h⟩
  · rintro ⟨E, h⟩
    exact ⟨E, WithLp.ofLp_injective 2 h⟩
```

**Q:** What if I only know that the energy is minimal?

**A:** A local minimum along every line makes each slope zero, so ψ is an eigenvector with eigenvalue R(ψ). The theorem stops there, but more is true: by the error formula below, a vector v with R(v) < R(ψ) would give R(ψ+sv) < R(ψ) for every small s ≠ 0. So no nonzero vector has a lower energy than such a ψ.

```lean
/-- A nonzero state whose energy is a local minimum along every line through it is an
eigenvector, with its energy as eigenvalue. -/
theorem eigenvector_of_localMin {H : V →ₗ[ℂ] V} (hH : H.IsSymmetric) {ψ : V} (hψ : ψ ≠ 0)
    (hmin : ∀ v : V, IsLocalMin (fun s : ℝ => energy H (ψ + (s : ℂ) • v)) 0) :
    H ψ = (energy H ψ : ℂ) • ψ := by
  obtain ⟨E, hE⟩ := (stationary_iff_eigenvector hH hψ).mp fun v =>
    (hasDerivAt_energy hH hψ v).congr_deriv
      ((hmin v).hasDerivAt_eq_zero (hasDerivAt_energy hH hψ v))
  rw [energy_of_eigenvector hH hψ hE]
  exact hE
```

**Q:** And how wrong is the energy of an imperfect vector?

**A:** Let Hψ = Eψ and let the trial state be ψ+v, nonzero. Setting s = 1 in the expansions, the terms linear in v cancel:

R(ψ+v) − E = Re⟨v,(H−E)v⟩/‖ψ+v‖²

This is exact for a finite error v; for a nonzero ψ and an error v = su along a fixed direction u, the energy error is O(s²) as s → 0.

```lean
/-- If `ψ` satisfies `H ψ = E ψ`, the energy error of the trial state `ψ + v` is exactly
`Re ⟨v, (H - E) v⟩ / ‖ψ + v‖²`. -/
theorem energy_error {H : V →ₗ[ℂ] V} (hH : H.IsSymmetric) {ψ v : V} {E : ℝ}
    (hE : H ψ = (E : ℂ) • ψ) (hv : ψ + v ≠ 0) :
    energy H (ψ + v) - E = (inner ℂ v (H v - (E : ℂ) • v)).re / ‖ψ + v‖ ^ 2 := by
  have hn : ‖ψ + v‖ ^ 2 ≠ 0 := pow_ne_zero 2 (norm_ne_zero_iff.mpr hv)
  have h1 := expectation_line hH ψ v 1
  have h2 := norm_sq_line ψ v 1
  rw [Complex.ofReal_one, one_smul] at h1 h2
  rw [eq_div_iff hn, sub_mul, energy, div_mul_cancel₀ _ hn, h1, h2, hE]
  -- the terms linear in the error cancel
  simp only [inner_sub_right, inner_smul_right, Complex.sub_re, Complex.re_ofReal_mul,
    ← norm_sq_re]
  ring

end

end RayleighStationarity
```

```lean
#print axioms RayleighStationarity.stationary_iff_eigenvector
#print axioms RayleighStationarity.matrix_stationary_iff
#print axioms RayleighStationarity.eigenvector_of_localMin
#print axioms RayleighStationarity.energy_error
```

```
'RayleighStationarity.stationary_iff_eigenvector' depends on axioms: [propext, Classical.choice, Quot.sound]
'RayleighStationarity.matrix_stationary_iff' depends on axioms: [propext, Classical.choice, Quot.sound]
'RayleighStationarity.eigenvector_of_localMin' depends on axioms: [propext, Classical.choice, Quot.sound]
'RayleighStationarity.energy_error' depends on axioms: [propext, Classical.choice, Quot.sound]
```

**Q:** Where do I meet this in a program?

**A:** An iterative eigensolver of Davidson type forms Hψ, computes R, subtracts Rψ and tests the norm of the result. That vector is the residual, and for normalised ψ the slope along v is 2 Re⟨v,r⟩. In electronic structure this covers linear variation over the whole span of a finite set of orthonormal configurations, where the stationary coefficient vectors are the eigenvectors of the Hamiltonian matrix. The states they describe need not be eigenstates of the full Hamiltonian, because directions outside the span are not varied. With a nonlinear ansatz inside the same span, a zero gradient need not even give an eigenvector of that matrix, since the ansatz may offer too few directions.
